# The lowest crossing point of two harmonic wells with equal stiffness

## Two wells, one stiffness matrix

Reactant and product are given the same stiffness matrix $K$, so the two states differ only in where their minima lie and how high they are. The quadratic terms then cancel when the energies are equated, and the crossing seam is flat. With different stiffness matrices it would generally be curved.

Put the reactant minimum at the origin with energy zero, and the product minimum at $d\neq 0$ with energy $D$, the reaction energy. At a geometry $x$ the two energies are

$$E(x)=\tfrac12\langle x,Kx\rangle,\qquad E_P(x)=E(x-d)+D.$$

The reorganisation energy $L=E(d)$ is the cost of distorting the reactant to the product geometry without changing its electronic state.

For two uncoupled harmonic surfaces of this kind, the result gives a closed-form answer against which a minimum-energy crossing point search can be checked. It covers the crossing geometry and barrier heights of the harmonic model behind Marcus theory, but no rate constant, electronic coupling or thermal averaging.

## What the theorems say

A geometry is a vector `n → ℝ` over a finite index type `n`. The functions $E$ and $E_P$ are `energy K` and `productEnergy K d D`, $L$ is `energy K d`, and `seam K d D` is the set where the two energies agree. The hypothesis `K.PosDef` includes symmetry and says that every displacement costs energy, so free translations and rotations must already have been removed.

For every real $D$, `marcus_crossing` states that the point $\frac{L+D}{2L}d$ lies on the seam, that its energy is $(L+D)^2/(4L)$, and that every other seam point is strictly higher. `reverse_barrier` gives the height $B$ of this point above the product minimum, in the form $4LB=(L-D)^2$.

`minimax_barrier` assumes $|D|<L$, which places the crossing strictly between the minima. It concerns `lowerSurface`, the smaller of the two diabatic energies, which keeps its cusp because there is no coupling. Every continuous path from $0$ to $d$ somewhere reaches at least $(L+D)^2/(4L)$ on this surface, and the straight path never exceeds that height.

## Splitting the energy on the seam

Since $K$ is symmetric, the two cross terms are equal, and for any real $s$

$$E(x-sd)=E(x)-s\langle d,Kx\rangle+s^2L.$$

Setting $s=1$ turns the seam condition $E(x)=E(x-d)+D$ into

$$\langle d,Kx\rangle=L+D.$$

Now fix $s=(L+D)/(2L)$, so that $L+D=2sL$. The point $sd$ is on the seam because $\langle d,K(sd)\rangle=2sL$, and its energy is $s^2L=(L+D)^2/(4L)$. For any seam point $x$, the expansion becomes

$$E(x-sd)=E(x)-2s^2L+s^2L,\qquad\text{so}\qquad E(x)=s^2L+E(x-sd).$$

The last term is positive unless $x=sd$, which gives the unique minimum.

Seen from the product minimum, the height is

$$B=\frac{(L+D)^2}{4L}-D=\frac{(L-D)^2}{4L}.$$

Let $|D|<L$. Along a continuous path from $0$ to $d$, $\langle d,Kx\rangle$ runs from $0$ to $2L$, so it takes the value $L+D$ somewhere. There the path meets the seam, where both energies are at least $s^2L$.

On the straight path $x=td$ with $0\le t\le1$, the reactant energy suffices up to the crossing: $t^2L\le s^2L$ for $t\le s$. For $t\ge s$ the product energy satisfies

$$(1-t)^2L+D\le(1-s)^2L+D=s^2L-2sL+L+D=s^2L.$$

## The Lean file

```lean
import Mathlib

open Matrix Set

namespace MarcusCrossing

noncomputable section

variable {n : Type*} [Fintype n]

/-- Harmonic energy of the reactant state with stiffness matrix `K` at the geometry `x`,
measured from its minimum at the origin. -/
def energy (K : Matrix n n ℝ) (x : n → ℝ) : ℝ := (x ⬝ᵥ K *ᵥ x) / 2

/-- Energy of the product state: the same harmonic well, centred at `d` and shifted by the
reaction energy `D`. -/
def productEnergy (K : Matrix n n ℝ) (d : n → ℝ) (D : ℝ) (x : n → ℝ) : ℝ :=
  energy K (x - d) + D

/-- The crossing seam: all geometries at which reactant and product states have equal energy. -/
def seam (K : Matrix n n ℝ) (d : n → ℝ) (D : ℝ) : Set (n → ℝ) :=
  {x | energy K x = productEnergy K d D x}

/-- The Marcus crossing point, on the line joining the two minima. Here `energy K d` is the
reorganisation energy. -/
def crossingPoint (K : Matrix n n ℝ) (d : n → ℝ) (D : ℝ) : n → ℝ :=
  ((energy K d + D) / (2 * energy K d)) • d

/-- The lower of the two diabatic energies at each geometry. -/
def lowerSurface (K : Matrix n n ℝ) (d : n → ℝ) (D : ℝ) (x : n → ℝ) : ℝ :=
  min (energy K x) (productEnergy K d D x)

/-- A nonzero displacement from the minimum of a positive definite well costs energy. -/
theorem energy_pos {K : Matrix n n ℝ} (hK : K.PosDef) {x : n → ℝ} (hx : x ≠ 0) :
    0 < energy K x := by
  have h := hK.dotProduct_mulVec_pos hx
  simp only [star_trivial] at h
  unfold energy
  linarith

/-- Multiplying a geometry by `s` multiplies its harmonic energy by `s ^ 2`. -/
theorem energy_smul (K : Matrix n n ℝ) (s : ℝ) (d : n → ℝ) :
    energy K (s • d) = s ^ 2 * energy K d := by
  simp only [energy, Matrix.mulVec_smul, smul_dotProduct, dotProduct_smul, smul_eq_mul]
  ring

/-- Energy of a geometry after a shift by `-s d`, expanded in powers of `s`. -/
theorem energy_sub_smul {K : Matrix n n ℝ} (hK : K.IsSymm) (x d : n → ℝ) (s : ℝ) :
    energy K (x - s • d) = energy K x - s * (d ⬝ᵥ K *ᵥ x) + s ^ 2 * energy K d := by
  -- symmetry of the stiffness matrix identifies the two cross terms
  have h : x ⬝ᵥ K *ᵥ d = d ⬝ᵥ K *ᵥ x := by
    rw [Matrix.dotProduct_mulVec, ← Matrix.mulVec_transpose, hK.eq, dotProduct_comm]
  simp only [energy, Matrix.mulVec_sub, Matrix.mulVec_smul, sub_dotProduct, dotProduct_sub,
    smul_dotProduct, dotProduct_smul, smul_eq_mul]
  linear_combination (-s / 2) * h

/-- The seam of two wells with equal stiffness is given by one linear equation in the
coordinates. -/
theorem mem_seam_iff {K : Matrix n n ℝ} (hK : K.IsSymm) (d : n → ℝ) (D : ℝ) (x : n → ℝ) :
    x ∈ seam K d D ↔ d ⬝ᵥ K *ᵥ x = energy K d + D := by
  have h := energy_sub_smul hK x d 1
  rw [one_smul] at h
  change energy K x = energy K (x - d) + D ↔ _
  constructor <;> intro hx <;> linarith

/-- **Multidimensional Marcus crossing point.** The crossing point lies on the seam, its energy
is `(L + D)² / (4 L)` with `L` the reorganisation energy, and every other point of the seam
is strictly higher. -/
theorem marcus_crossing {K : Matrix n n ℝ} (hK : K.PosDef) {d : n → ℝ} (hd : d ≠ 0) (D : ℝ) :
    crossingPoint K d D ∈ seam K d D ∧
    energy K (crossingPoint K d D) = (energy K d + D) ^ 2 / (4 * energy K d) ∧
    ∀ x ∈ seam K d D, x ≠ crossingPoint K d D →
      energy K (crossingPoint K d D) < energy K x := by
  have hS : K.IsSymm :=
    (Matrix.conjTranspose_eq_transpose_of_trivial K).symm.trans hK.isHermitian.eq
  have hne : energy K d ≠ 0 := (energy_pos hK hd).ne'
  obtain ⟨s, hsdef⟩ : ∃ s, s = (energy K d + D) / (2 * energy K d) := ⟨_, rfl⟩
  have hcp : crossingPoint K d D = s • d := by rw [hsdef, crossingPoint]
  have hs : 2 * s * energy K d = energy K d + D := by
    rw [hsdef]
    field_simp
  have hdd : d ⬝ᵥ K *ᵥ d = 2 * energy K d := by
    unfold energy
    ring
  refine ⟨?_, ?_, ?_⟩
  · rw [mem_seam_iff hS, hcp, Matrix.mulVec_smul, dotProduct_smul, smul_eq_mul, hdd]
    linear_combination hs
  · rw [hcp, energy_smul, ← hs]
    rw [eq_div_iff (mul_ne_zero four_ne_zero hne)]
    ring
  · intro x hx hxne
    -- on the seam the energy splits into the crossing energy and a positive remainder
    have hlin := (mem_seam_iff hS d D x).1 hx
    have hsplit := energy_sub_smul hS x d s
    rw [hlin, ← hs] at hsplit
    have hp := energy_pos hK (sub_ne_zero.mpr hxne)
    rw [hcp] at hp
    rw [hcp, energy_smul]
    nlinarith

/-- The height `B` of the crossing point above the product minimum obeys `4 L B = (L - D)²`, with
`L` the reorganisation energy. -/
theorem reverse_barrier {K : Matrix n n ℝ} (hK : K.PosDef) {d : n → ℝ} (hd : d ≠ 0) (D : ℝ) :
    4 * energy K d * (productEnergy K d D (crossingPoint K d D) - D)
      = (energy K d - D) ^ 2 := by
  have hne : energy K d ≠ 0 := (energy_pos hK hd).ne'
  obtain ⟨h1, h2, -⟩ := marcus_crossing hK hd D
  have e : energy K (crossingPoint K d D) = productEnergy K d D (crossingPoint K d D) := h1
  have h3 : 4 * energy K d * energy K (crossingPoint K d D) = (energy K d + D) ^ 2 := by
    rw [h2]
    field_simp
  rw [← e]
  linear_combination h3

/-- For `|D| < L`, every continuous path from the reactant to the product minimum reaches at
least the height `(L + D)² / (4 L)` on the lower diabatic surface, and the straight path never
exceeds it. -/
theorem minimax_barrier {K : Matrix n n ℝ} (hK : K.PosDef) {d : n → ℝ} {D : ℝ}
    (hD : |D| < energy K d) :
    (∀ γ : ℝ → n → ℝ, Continuous γ → γ 0 = 0 → γ 1 = d →
      ∃ t ∈ Icc (0 : ℝ) 1,
        (energy K d + D) ^ 2 / (4 * energy K d) ≤ lowerSurface K d D (γ t)) ∧
    ∀ t ∈ Icc (0 : ℝ) 1,
      lowerSurface K d D (t • d) ≤ (energy K d + D) ^ 2 / (4 * energy K d) := by
  have hS : K.IsSymm :=
    (Matrix.conjTranspose_eq_transpose_of_trivial K).symm.trans hK.isHermitian.eq
  have hL : 0 < energy K d := (abs_nonneg D).trans_lt hD
  have hd : d ≠ 0 := by
    intro h
    rw [h] at hL
    simp [energy] at hL
  obtain ⟨hD1, hD2⟩ := abs_lt.mp hD
  obtain ⟨-, h2, h3⟩ := marcus_crossing hK hd D
  rw [← h2]
  constructor
  · intro γ hγ h0 h1
    have hc : Continuous (fun t => d ⬝ᵥ K *ᵥ γ t) :=
      continuous_const.dotProduct (continuous_const.matrix_mulVec hγ)
    have hdd : d ⬝ᵥ K *ᵥ d = 2 * energy K d := by
      unfold energy
      ring
    have hmem : energy K d + D ∈ Icc (d ⬝ᵥ K *ᵥ γ 0) (d ⬝ᵥ K *ᵥ γ 1) := by
      rw [h0, h1, hdd, Matrix.mulVec_zero, dotProduct_zero]
      constructor <;> linarith
    -- the path has to meet the seam
    obtain ⟨t, ht, hts⟩ := intermediate_value_Icc (zero_le_one' ℝ) hc.continuousOn hmem
    have hseam : γ t ∈ seam K d D := (mem_seam_iff hS d D (γ t)).2 hts
    have e : energy K (γ t) = productEnergy K d D (γ t) := hseam
    refine ⟨t, ht, ?_⟩
    rw [lowerSurface, ← e, min_self]
    by_cases h : γ t = crossingPoint K d D
    · exact (congrArg (energy K) h).ge
    · exact (h3 _ hseam h).le
  · intro t ht
    obtain ⟨s, hsdef⟩ : ∃ s, s = (energy K d + D) / (2 * energy K d) := ⟨_, rfl⟩
    have hs : 2 * s * energy K d = energy K d + D := by
      rw [hsdef]
      field_simp
    rw [crossingPoint, ← hsdef, energy_smul, lowerSurface]
    -- before the crossing use the reactant surface, after it the product surface
    rcases le_total t s with h | h
    · refine (min_le_left _ _).trans ?_
      rw [energy_smul]
      exact mul_le_mul_of_nonneg_right (pow_le_pow_left₀ ht.1 h 2) hL.le
    · refine (min_le_right _ _).trans ?_
      have hv : t • d - d = (t - 1) • d := by module
      rw [productEnergy, hv, energy_smul]
      have hq : (1 - t) ^ 2 ≤ (1 - s) ^ 2 :=
        pow_le_pow_left₀ (by linarith [ht.2]) (by linarith) 2
      have hm := mul_le_mul_of_nonneg_right hq hL.le
      nlinarith

end

end MarcusCrossing
```

```lean
#print axioms MarcusCrossing.marcus_crossing
#print axioms MarcusCrossing.reverse_barrier
#print axioms MarcusCrossing.minimax_barrier
```

```
'MarcusCrossing.marcus_crossing' depends on axioms: [propext, Classical.choice, Quot.sound]
'MarcusCrossing.reverse_barrier' depends on axioms: [propext, Classical.choice, Quot.sound]
'MarcusCrossing.minimax_barrier' depends on axioms: [propext, Classical.choice, Quot.sound]
```

## How the proof follows the algebra

`energy_sub_smul` is the expansion in $s$; its inner step `h` uses symmetry to identify the cross terms. `mem_seam_iff` takes $s=1$ and obtains the linear seam equation. `energy_pos` and `energy_smul` supply positivity and the scaling $E(sd)=s^2L$.

In `marcus_crossing`, `hs` records $2sL=L+D$. For the strict inequality, `hsplit` is the expansion at a seam point, `hp` is the positivity of the remainder, and `nlinarith` combines them. `reverse_barrier` uses the equality of the two energies at the crossing and clears the denominator.

In `minimax_barrier`, `intermediate_value_Icc` finds a time at which the path meets the seam, and the strict minimum from `marcus_crossing` bounds the energy there. For the straight path, `le_total t s` separates the two sides of the crossing, and `pow_le_pow_left₀` compares the squares on each.
